# A partial-wave amplitude obeys the optical theorem exactly when it has a real phase shift

## Amplitude, phase shift and sign convention

A particle with wave number $k>0$ scatters elastically from a spherically symmetric target of short range. Far from the target, $r$ times the radial function of the partial wave with angular momentum $\ell$ is proportional to

$$\exp\bigl(-i(kr-\ell\pi/2)\bigr)-S\,\exp\bigl(i(kr-\ell\pi/2)\bigr).$$

The complex number $S$ compares the outgoing wave with the incoming one. It is written as $S=1-2ikt$, where $t$ is the on-shell amplitude of the partial wave. The question is which complex numbers $t$ are compatible with conservation of flux. For real $k\neq0$ the condition $\operatorname{Im}t=-k|t|^2$ singles out the amplitudes $t=-\sin(d)\exp(id)/k$ with $d$ real, and for these $S=\exp(2id)$.

The letter $d$ stands for the phase shift, usually written $\delta_\ell$. The sign of $t$ is the one common in multiple-scattering theory. Many textbooks on scattering use $f=-t=\sin(d)\exp(id)/k$, for which the condition reads $\operatorname{Im}f=k|f|^2$. The name "optical theorem" is used here for this condition on a single partial wave; the textbook theorem of that name relates the total cross section to the forward scattering amplitude.

```lean
import Mathlib

open Complex Matrix

namespace PhaseShiftUnitarity

noncomputable section
```

The scattering matrix element is a function of a real $k$ and a complex $t$:

$$S=1-2ikt.$$

```lean
/-- The scattering matrix element `S = 1 - 2 i k t` of a partial wave with wave number `k` and
amplitude `t`. -/
def sElement (k : ℝ) (t : ℂ) : ℂ := 1 - 2 * I * k * t
```

The amplitude that belongs to a phase shift $d$ is

$$t=-\frac{\sin(d)\exp(id)}{k}.$$

In Lean `d` is a real number. It is converted to a complex one inside `Complex.sin` and `Complex.exp`, so the phase shift is real by its type.

```lean
/-- The amplitude `-sin(d) exp(i d) / k` of a partial wave with phase shift `d`, for wave number
`k ≠ 0`. -/
def phaseAmplitude (k d : ℝ) : ℂ := -(Complex.sin d * Complex.exp (d * I)) / k
```

If the target couples several channels, for instance several angular momenta in a non-spherical potential, the amplitudes form a square matrix $T$. With the same $k$ in every channel, the scattering matrix is

$$S=1-2ikT.$$

The index type `n` labels the channels, and `•` multiplies a matrix by a number.

```lean
/-- The scattering matrix `S = 1 - 2 i k T` of several channels with common wave number `k`. -/
def sMatrix {n : Type*} [DecidableEq n] (k : ℝ) (T : Matrix n n ℂ) : Matrix n n ℂ :=
  1 - (2 * I * (k : ℂ)) • T
```

## Flux balance of one partial wave

Write $t=x+iy$ with $x$ and $y$ real. Then $S=(1+2ky)-2ikx$, and

$$|S|^2=(1+2ky)^2+4k^2x^2=1+4ky+4k^2(x^2+y^2)=1+4k\bigl(\operatorname{Im}t+k|t|^2\bigr).$$

The incoming wave has unit modulus, so $1-|S|^2$ is the fraction of the incoming flux that is lost. The identity holds for every $t$, including those of absorbing targets. In the proof, `hre` and `him` are the real and imaginary parts of $S$, and `ring` does the expansion.

```lean
/-- The squared modulus of `S` differs from one by `4 k (Im t + k |t|²)`. -/
theorem norm_sq_sElement (k : ℝ) (t : ℂ) :
    ‖sElement k t‖ ^ 2 = 1 + 4 * k * (t.im + k * ‖t‖ ^ 2) := by
  have hre : (sElement k t).re = 1 + 2 * k * t.im := by
    simp [sElement]
  have him : (sElement k t).im = -(2 * k * t.re) := by
    simp [sElement]
  rw [← Complex.normSq_eq_norm_sq, ← Complex.normSq_eq_norm_sq, Complex.normSq_apply,
    Complex.normSq_apply, hre, him]
  ring
```

If $\operatorname{Im}t=-k|t|^2$, the bracket vanishes and $|S|^2=1$. Hence $(|S|-1)(|S|+1)=0$, and since $|S|\ge0$ the first factor must be zero. Conversely, $|S|=1$ gives $k(\operatorname{Im}t+k|t|^2)=0$, and division by $k$ leaves the optical theorem.

The division needs $k\neq0$. At $k=0$ one has $S=1$ for every $t$, even for $t=i$, which violates the condition. Negative $k$ is allowed by the algebra, although the physical wave number is positive.

```lean
/-- For `k ≠ 0`, the optical theorem `Im t = -k |t|²` holds exactly when `S` has modulus one. -/
theorem optical_iff_norm_one {k : ℝ} (hk : k ≠ 0) (t : ℂ) :
    t.im = -k * ‖t‖ ^ 2 ↔ ‖sElement k t‖ = 1 := by
  have h := norm_sq_sElement k t
  constructor
  · intro ho
    have hz : (‖sElement k t‖ - 1) * (‖sElement k t‖ + 1) = 0 := by
      linear_combination h + 4 * k * ho
    rcases mul_eq_zero.mp hz with h1 | h1 <;> linarith [norm_nonneg (sElement k t)]
  · intro hs
    rw [hs] at h
    have hz : k * (t.im + k * ‖t‖ ^ 2) = 0 := by linear_combination (-1 / 4) * h
    have h1 := (mul_eq_zero.mp hz).resolve_left hk
    linarith
```

## From the phase shift to S and back

No information is lost in passing from $t$ to $S$. If $1-2iks=1-2ikt$ for two amplitudes $s$ and $t$, then $2ik(s-t)=0$, and $s=t$ because $2ik\neq0$.

```lean
/-- For `k ≠ 0`, the scattering matrix element determines the amplitude. -/
theorem sElement_injective {k : ℝ} (hk : k ≠ 0) : Function.Injective (sElement k) := by
  intro s t h
  have hc : 2 * I * (k : ℂ) ≠ 0 :=
    mul_ne_zero (mul_ne_zero two_ne_zero I_ne_zero) (ofReal_ne_zero.mpr hk)
  unfold sElement at h
  exact mul_left_cancel₀ hc (by linear_combination -h)
```

For the amplitude with phase shift $d$, $kt=-\sin(d)\exp(id)$. Euler's formula then gives

$$\begin{aligned}
S&=1+2i\sin d\,(\cos d+i\sin d)\\
&=1-2\sin^2d+2i\sin d\cos d\\
&=\cos^2d-\sin^2d+2i\sin d\cos d\\
&=(\cos d+i\sin d)^2=\exp(2id).
\end{aligned}$$

In Lean, `hkt` is the formula for $kt$ and `hsq` writes $\exp(2id)$ as a square. The final `linear_combination` names the identities used in the calculation: `hkt`, $\sin^2d+\cos^2d=1$ and $i^2=-1$.

```lean
/-- For `k ≠ 0`, a partial wave with phase shift `d` has `S = exp(2 i d)`. -/
theorem sElement_phaseAmplitude {k : ℝ} (hk : k ≠ 0) (d : ℝ) :
    sElement k (phaseAmplitude k d) = Complex.exp (2 * d * I) := by
  have hk' : (k : ℂ) ≠ 0 := ofReal_ne_zero.mpr hk
  have hkt : (k : ℂ) * phaseAmplitude k d = -(Complex.sin d * Complex.exp (d * I)) := by
    unfold phaseAmplitude
    field_simp
  have hsq : Complex.exp (2 * d * I) = Complex.exp (d * I) ^ 2 := by
    rw [sq, ← Complex.exp_add]
    congr 1
    ring
  -- Euler's formula turns the claim into sin² + cos² = 1
  rw [Complex.exp_mul_I] at hkt
  rw [hsq, Complex.exp_mul_I]
  unfold sElement
  linear_combination (-2 * I) * hkt - Complex.sin_sq_add_cos_sq (d : ℂ)
    + Complex.sin (d : ℂ) ^ 2 * Complex.I_sq
```

## The optical theorem and the real phase shift

Suppose that $t$ satisfies the optical theorem. Then $|S|=1$, so $S=\exp(i\arg S)$. Put $d=\tfrac12\arg S$. The amplitude with phase shift $d$ has the scattering matrix element $\exp(2id)=S$, which is also that of $t$. Since $S$ determines the amplitude, the two amplitudes are equal:

$$t=-\frac{\sin(d)\exp(id)}{k}.$$

Conversely, if $t$ has this form with $d$ real, then $|S|=|\exp(2id)|=1$, and the optical theorem follows.

The Lean statement takes a real `k` with `hk : k ≠ 0` and an arbitrary complex `t`, and it has two parts. The first is the equivalence between `t.im = -k * ‖t‖ ^ 2` and the existence of a real `d` with `t = phaseAmplitude k d`. The second says that every such `d`, and not only the one constructed in the proof, satisfies $1-2ikt=\exp(2id)$.

The device that supplies the phase shift is Mathlib's `Complex.arg`, together with the lemma `Complex.norm_mul_exp_arg_mul_I`, which states $|z|\exp(i\arg z)=z$ for every complex $z$. The function `Complex.arg` returns the value in $(-\pi,\pi]$, so no branch has to be chosen in the proof, and the constructed $d$ lies in $(-\pi/2,\pi/2]$. After `rw [hs, ofReal_one, one_mul]` the modulus has gone and the lemma reads $\exp(i\arg S)=S$. The term `sElement_injective hk ?_` replaces the equation between amplitudes, which would require solving for $t$, by an equation between scattering matrix elements, which the lemma settles.

The value obtained in this way can jump by $\pi$ when $S$ passes through $-1$ as the energy varies. After such a jump, a multiple of $\pi$ has to be added to keep the curve $d(k)$ continuous. The theorem itself concerns one value of $k$ at a time.

```lean
/-- For `k ≠ 0`, an amplitude satisfies the optical theorem `Im t = -k |t|²` if and only if it is
`-sin(d) exp(i d) / k` for some real phase shift `d`, and for every such `d` one has
`1 - 2 i k t = exp(2 i d)`. -/
theorem optical_theorem_iff_phase_shift {k : ℝ} (hk : k ≠ 0) (t : ℂ) :
    (t.im = -k * ‖t‖ ^ 2 ↔ ∃ d : ℝ, t = phaseAmplitude k d) ∧
      ∀ d : ℝ, t = phaseAmplitude k d → 1 - 2 * I * k * t = Complex.exp (2 * d * I) := by
  refine ⟨?_, fun d hd => ?_⟩
  · rw [optical_iff_norm_one hk]
    constructor
    · intro hs
      -- the phase shift is half the argument of S
      refine ⟨(sElement k t).arg / 2, sElement_injective hk ?_⟩
      have hp := Complex.norm_mul_exp_arg_mul_I (sElement k t)
      rw [hs, ofReal_one, one_mul] at hp
      rw [sElement_phaseAmplitude hk]
      refine hp.symm.trans ?_
      congr 1
      push_cast
      ring
    · rintro ⟨d, rfl⟩
      rw [sElement_phaseAmplitude hk]
      have h := Complex.norm_exp_ofReal_mul_I (2 * d)
      push_cast at h
      exact h
  · rw [hd]
    exact sElement_phaseAmplitude hk d
```

In electronic structure theory, Korringa–Kohn–Rostoker (KKR) calculations use such amplitudes to describe single atoms. For a spherical, non-absorbing potential at real positive energy, the theorem reduces the complex number $t$ of each partial wave to one real parameter. At the complex energies that such calculations also use, $k$ is complex and the theorem does not apply.

The step from this algebra to a real atom is the identification of $t$ with the amplitude obtained by solving the radial Schrödinger equation. For a real potential, conservation of flux then supplies the optical theorem, which here enters as a condition on $t$.

## Phase shifts that differ by multiples of π

Let $d$ and $e$ be two phase shifts; $e$ is here a real variable and not the base of the exponential. If they give the same amplitude, they give the same $S$, so $\exp(2id)=\exp(2ie)$. This means $2id=2ie+2\pi i n$ for some integer $n$, that is,

$$d=e+n\pi.$$

Conversely, a shift by $n\pi$ leaves $\exp(2id)$ unchanged, and $S$ determines the amplitude. The Lean proof uses Mathlib's criterion for equal complex exponentials in both directions, and `exact_mod_cast` brings the resulting equation back from complex to real numbers.

```lean
/-- For `k ≠ 0`, two phase shifts give the same amplitude exactly when they differ by an integer
multiple of `π`. -/
theorem phaseAmplitude_eq_iff {k : ℝ} (hk : k ≠ 0) (d e : ℝ) :
    phaseAmplitude k d = phaseAmplitude k e ↔ ∃ n : ℤ, d = e + n * Real.pi := by
  constructor
  · intro h
    have h2 : Complex.exp (2 * d * I) = Complex.exp (2 * e * I) := by
      rw [← sElement_phaseAmplitude hk d, ← sElement_phaseAmplitude hk e, h]
    obtain ⟨n, hn⟩ := Complex.exp_eq_exp_iff_exists_int.mp h2
    have h3 : (d : ℂ) = e + n * Real.pi :=
      mul_left_cancel₀ (mul_ne_zero two_ne_zero I_ne_zero) (by linear_combination hn)
    exact ⟨n, by exact_mod_cast h3⟩
  · rintro ⟨n, hn⟩
    apply sElement_injective hk
    rw [sElement_phaseAmplitude hk, sElement_phaseAmplitude hk]
    refine Complex.exp_eq_exp_iff_exists_int.mpr ⟨n, ?_⟩
    rw [hn]
    push_cast
    ring
```

## The inverse amplitude

Multiple-scattering equations often contain $1/t$ in place of $t$. For $t\neq0$,

$$\operatorname{Im}\frac1t=\operatorname{Im}\frac{\bar t}{|t|^2}=-\frac{\operatorname{Im}t}{|t|^2}.$$

This equals $k$ exactly when $\operatorname{Im}t=-k|t|^2$. The imaginary part of the inverse amplitude is thus the same for all non-absorbing scatterers with $t\neq0$ at a given wave number. A short calculation that the code leaves aside gives $1/t=-k\cot d+ik$ when $\sin d\neq0$, so the properties of the individual scatterer sit in the real part.

The Lean proof rewrites the imaginary part of the inverse by the formula above and clears the nonzero denominator with `div_eq_iff`. The statement holds for every real $k$.

```lean
/-- A nonzero amplitude satisfies the optical theorem exactly when its inverse has imaginary
part `k`. -/
theorem optical_iff_inv_im (k : ℝ) {t : ℂ} (ht : t ≠ 0) :
    t.im = -k * ‖t‖ ^ 2 ↔ (t⁻¹).im = k := by
  have hn : ‖t‖ ^ 2 ≠ 0 := pow_ne_zero 2 (norm_ne_zero_iff.mpr ht)
  rw [Complex.inv_im, Complex.normSq_eq_norm_sq, div_eq_iff hn]
  constructor <;> intro h <;> linarith
```

## The largest possible amplitude

Let $k>0$ and let $t$ satisfy the optical theorem. Since $-\operatorname{Im}t\le|t|$,

$$k|t|^2=-\operatorname{Im}t\le|t|.$$

If $t\neq0$, division by $|t|$ gives $k|t|\le1$. If $t=0$, the bound is immediate. In both cases

$$|t|\le\frac1k.$$

The proof in Lean makes the same distinction: `nlinarith` derives the inequality that still carries the common factor $|t|$, and `le_of_mul_le_mul_left` cancels it.

The limiting case is $d=\pi/2$, where $t=-i/k$ and $S=-1$. The bound is then attained, and the cross section of the partial wave, $4\pi(2\ell+1)|t|^2$, has its largest elastic value $4\pi(2\ell+1)/k^2$.

```lean
/-- For `k > 0`, an amplitude that satisfies the optical theorem has modulus at most `1 / k`. -/
theorem unitarity_bound {k : ℝ} (hk : 0 < k) {t : ℂ} (ho : t.im = -k * ‖t‖ ^ 2) :
    ‖t‖ ≤ 1 / k := by
  rw [le_div_iff₀ hk]
  rcases (norm_nonneg t).eq_or_lt with h0 | h0
  · rw [← h0, zero_mul]
    exact zero_le_one
  · -- k |t|² = -Im t ≤ |t|, and |t| can be cancelled
    have h1 : ‖t‖ * (‖t‖ * k) ≤ ‖t‖ * 1 := by
      nlinarith [neg_abs_le t.im, Complex.abs_im_le_norm t]
    exact le_of_mul_le_mul_left h1 h0
```

## Several channels with a common wave number

For a matrix $T$ let $T^\dagger$ be the conjugate transpose, written `Tᴴ` in Lean, and put $c=2ik$. Since $k$ is real, $\bar c=-c$ and $S^\dagger=1+cT^\dagger$. Multiplying out gives

$$S^\dagger S=(1+cT^\dagger)(1-cT)=1-c\bigl(T-T^\dagger+cT^\dagger T\bigr).$$

As $c\neq0$, the matrix $S$ satisfies $S^\dagger S=1$ exactly when

$$T-T^\dagger=-2ik\,T^\dagger T.$$

The diagonal element for channel $a$ reads $\operatorname{Im}T_{aa}=-k\sum_b|T_{ba}|^2$. The imaginary part of the amplitude for remaining in channel $a$ thus accounts for the scattering from $a$ into all channels $b$, including $a$ itself. This is the channel analogue of the textbook theorem, in which the forward amplitude accounts for the total cross section.

In the smallest case of interest, a single channel with $T=(t)$, the matrix equation is $2i\operatorname{Im}t=-2ik|t|^2$. Dividing by $2i$ returns the condition for one partial wave.

The theorem is stated for finitely many channels and one real $k\neq0$. Channels with different wave numbers, as in inelastic scattering with different thresholds, would need flux factors in the definition of $S$. In the proof, `hstar` is $\bar c=-c$, `hS` is the formula for $S^\dagger$, and `key` is the product above with the identity matrix moved to the left. After `simp only` has multiplied out the brackets, the tactic `module` compares the coefficients of the matrices. Both directions then follow from `key`, the forward one by cancelling the factor $-c$.

```lean
/-- For finitely many channels with common wave number `k ≠ 0`, the scattering matrix satisfies
`S† S = 1` exactly when `T - T† = -2 i k T† T`. -/
theorem multichannel_optical_theorem {n : Type*} [Fintype n] [DecidableEq n] {k : ℝ}
    (hk : k ≠ 0) (T : Matrix n n ℂ) :
    (sMatrix k T)ᴴ * sMatrix k T = 1 ↔ T - Tᴴ = (-(2 * I * (k : ℂ))) • (Tᴴ * T) := by
  have hc : 2 * I * (k : ℂ) ≠ 0 :=
    mul_ne_zero (mul_ne_zero two_ne_zero I_ne_zero) (ofReal_ne_zero.mpr hk)
  have hstar : star (2 * I * (k : ℂ)) = -(2 * I * (k : ℂ)) := by
    apply Complex.ext <;> simp
  have hS : (sMatrix k T)ᴴ = 1 + (2 * I * (k : ℂ)) • Tᴴ := by
    rw [sMatrix, conjTranspose_sub, conjTranspose_one, conjTranspose_smul, hstar, neg_smul,
      sub_neg_eq_add]
  -- the defect of unitarity is proportional to the defect of the optical theorem
  have key : (sMatrix k T)ᴴ * sMatrix k T - 1 =
      (-(2 * I * (k : ℂ))) • (T - Tᴴ + (2 * I * (k : ℂ)) • (Tᴴ * T)) := by
    rw [hS, sMatrix]
    simp only [Matrix.add_mul, Matrix.mul_sub, Matrix.one_mul, Matrix.mul_one,
      Matrix.smul_mul, Matrix.mul_smul]
    module
  constructor
  · intro h
    rw [h, sub_self] at key
    have h0 := (smul_eq_zero.mp key.symm).resolve_left (neg_ne_zero.mpr hc)
    rw [neg_smul]
    exact eq_neg_of_add_eq_zero_left h0
  · intro h
    have h0 : T - Tᴴ + (2 * I * (k : ℂ)) • (Tᴴ * T) = 0 := by
      rw [h, neg_smul, neg_add_cancel]
    rw [h0, smul_zero] at key
    exact sub_eq_zero.mp key

end

end PhaseShiftUnitarity
```

```lean
#print axioms PhaseShiftUnitarity.optical_theorem_iff_phase_shift
-- 'PhaseShiftUnitarity.optical_theorem_iff_phase_shift' depends on axioms: [propext, Classical.choice, Quot.sound]
#print axioms PhaseShiftUnitarity.optical_iff_inv_im
-- 'PhaseShiftUnitarity.optical_iff_inv_im' depends on axioms: [propext, Classical.choice, Quot.sound]
#print axioms PhaseShiftUnitarity.unitarity_bound
-- 'PhaseShiftUnitarity.unitarity_bound' depends on axioms: [propext, Classical.choice, Quot.sound]
#print axioms PhaseShiftUnitarity.multichannel_optical_theorem
-- 'PhaseShiftUnitarity.multichannel_optical_theorem' depends on axioms: [propext, Classical.choice, Quot.sound]
```
